# Equivalent width of an absorption line: weak-line bounds and the Lorentzian square-root law

A line profile $\varphi(x)$ is a bounded probability density over the frequency offset $x$ from line centre, and the optical depth at offset $x$ is $t\,\varphi(x)$ with $t \ge 0$. The equivalent width is the absorbed fraction integrated over all offsets, $W(t) = \int_{-\infty}^{\infty} \bigl(1 - e^{-t\varphi(x)}\bigr)\,dx$.

```lean
import Mathlib

open MeasureTheory Set Filter Topology
open scoped Real

namespace CurveOfGrowth

noncomputable section

/-- Equivalent width of an absorption line with profile `φ` at optical-depth parameter `t`:
the absorbed fraction integrated over frequency offset. -/
def equivWidth (φ : ℝ → ℝ) (t : ℝ) : ℝ := ∫ x, (1 - Real.exp (-(t * φ x)))

/-- A line profile: a bounded probability density over frequency offset. -/
structure IsLineProfile (φ : ℝ → ℝ) : Prop where
  nonneg : ∀ x, 0 ≤ φ x
  bounded : ∃ M, ∀ x, φ x ≤ M
  integrable : Integrable φ
  normalized : ∫ x, φ x = 1

/-- The Lorentzian profile with half width `γ`. -/
def lorentzian (γ x : ℝ) : ℝ := γ / π / (x ^ 2 + γ ^ 2)

/-- The absorbed fraction of a line profile is integrable over frequency offset. -/
theorem absorbed_integrable {φ : ℝ → ℝ} (h : IsLineProfile φ) {t : ℝ} (ht : 0 ≤ t) :
    Integrable (fun x => 1 - Real.exp (-(t * φ x))) := by
  refine (h.integrable.const_mul t).mono' ?_ (ae_of_all _ fun x => ?_)
  · exact aestronglyMeasurable_const.sub
      (Real.continuous_exp.comp_aestronglyMeasurable (h.integrable.1.const_mul t).neg)
  · have h1 := Real.add_one_le_exp (-(t * φ x))
    have h2 : Real.exp (-(t * φ x)) ≤ 1 :=
      Real.exp_le_one_iff.2 (neg_nonpos.2 (mul_nonneg ht (h.nonneg x)))
    rw [Real.norm_eq_abs, abs_of_nonneg (by linarith)]
    linarith

/-- The equivalent width does not decrease when the optical-depth parameter grows. -/
theorem equivWidth_monotoneOn {φ : ℝ → ℝ} (h : IsLineProfile φ) :
    MonotoneOn (equivWidth φ) (Ici 0) := by
  intro s hs t ht hst
  unfold equivWidth
  refine integral_mono (absorbed_integrable h hs) (absorbed_integrable h ht) fun x => ?_
  have h1 : s * φ x ≤ t * φ x := mul_le_mul_of_nonneg_right hst (h.nonneg x)
  have h2 := Real.exp_le_exp.2 (neg_le_neg h1)
  show 1 - Real.exp (-(s * φ x)) ≤ 1 - Real.exp (-(t * φ x))
  linarith

/-- The equivalent width is a concave function of the optical-depth parameter. -/
theorem equivWidth_concaveOn {φ : ℝ → ℝ} (h : IsLineProfile φ) :
    ConcaveOn ℝ (Ici 0) (equivWidth φ) := by
  refine ⟨convex_Ici 0, fun s hs t ht a b ha hb hab => ?_⟩
  have hst : 0 ≤ a * s + b * t := add_nonneg (mul_nonneg ha hs) (mul_nonneg hb ht)
  have is := (absorbed_integrable h hs).const_mul a
  have it := (absorbed_integrable h ht).const_mul b
  simp only [smul_eq_mul]
  unfold equivWidth
  rw [← integral_const_mul, ← integral_const_mul, ← integral_add is it]
  refine integral_mono (is.add it) (absorbed_integrable h hst) fun x => ?_
  -- convexity of the exponential at each frequency
  have hc := convexOn_exp.2 (mem_univ (-(s * φ x))) (mem_univ (-(t * φ x))) ha hb hab
  simp only [smul_eq_mul] at hc
  rw [show a * -(s * φ x) + b * -(t * φ x) = -((a * s + b * t) * φ x) by ring] at hc
  show a * (1 - Real.exp (-(s * φ x))) + b * (1 - Real.exp (-(t * φ x)))
    ≤ 1 - Real.exp (-((a * s + b * t) * φ x))
  linarith

/-- Weak-line bounds: the equivalent width is at most `t`, and falls below `t` by at most
`t² / 2` times the integral of the squared profile. -/
theorem equivWidth_bounds {φ : ℝ → ℝ} (h : IsLineProfile φ) {t : ℝ} (ht : 0 ≤ t) :
    t - t ^ 2 / 2 * ∫ x, φ x ^ 2 ≤ equivWidth φ t ∧ equivWidth φ t ≤ t := by
  have hsq : Integrable (fun x => φ x ^ 2) := by
    obtain ⟨M, hM⟩ := h.bounded
    refine (h.integrable.const_mul M).mono' (h.integrable.1.pow 2) (ae_of_all _ fun x => ?_)
    rw [Real.norm_eq_abs, abs_of_nonneg (sq_nonneg _), sq]
    exact mul_le_mul_of_nonneg_right (hM x) (h.nonneg x)
  have i1 := h.integrable.const_mul t
  have i2 := hsq.const_mul (t ^ 2 / 2)
  have e1 : ∫ x, t * φ x = t := by rw [integral_const_mul, h.normalized, mul_one]
  constructor
  · rw [← integral_const_mul]
    nth_rewrite 1 [← e1]
    rw [← integral_sub i1 i2]
    refine integral_mono (i1.sub i2) (absorbed_integrable h ht) fun x => ?_
    show t * φ x - t ^ 2 / 2 * φ x ^ 2 ≤ 1 - Real.exp (-(t * φ x))
    have hu : 0 ≤ t * φ x := mul_nonneg ht (h.nonneg x)
    -- second-order bound on the exponential
    have key : ∀ u : ℝ, 0 ≤ u → Real.exp (-u) ≤ 1 - u + u ^ 2 / 2 := by
      intro u hu
      refine le_of_mul_le_mul_right ?_ (Real.exp_pos u)
      rw [← Real.exp_add, neg_add_cancel, Real.exp_zero]
      calc (1 : ℝ) ≤ (1 - u + u ^ 2 / 2) * (1 + u + u ^ 2 / 2) := by
            nlinarith [sq_nonneg (u ^ 2)]
        _ ≤ _ := mul_le_mul_of_nonneg_left (Real.quadratic_le_exp_of_nonneg hu)
            (by nlinarith [sq_nonneg (u - 1)])
    have := key _ hu
    linarith [mul_pow t (φ x) 2]
  · refine le_of_le_of_eq (integral_mono (absorbed_integrable h ht) i1 fun x => ?_) e1
    show 1 - Real.exp (-(t * φ x)) ≤ t * φ x
    linarith [Real.add_one_le_exp (-(t * φ x))]

/-- If the optical depth `v` at offset `x` satisfies `v x² ≤ c`, the absorbed fraction is at most
`(1 + c) / (1 + x²)`. -/
theorem absorbed_wing_le {v x c : ℝ} (hv : 0 ≤ v) (h : v * x ^ 2 ≤ c) :
    ‖1 - Real.exp (-v)‖ ≤ (1 + c) * (1 + x ^ 2)⁻¹ := by
  have h1 := Real.add_one_le_exp (-v)
  have h2 : Real.exp (-v) ≤ 1 := Real.exp_le_one_iff.2 (neg_nonpos.2 hv)
  have h3 := Real.exp_pos (-v)
  have h4 : (1 - Real.exp (-v)) * x ^ 2 ≤ v * x ^ 2 :=
    mul_le_mul_of_nonneg_right (by linarith) (sq_nonneg x)
  rw [Real.norm_eq_abs, abs_of_nonneg (by linarith), ← div_eq_mul_inv,
    le_div_iff₀ (by positivity)]
  linarith

/-- The absorbed fraction for optical depth `c / x²`, integrated over one side of the line,
equals `√(π c)`. -/
theorem half_wing {c : ℝ} (hc : 0 < c) :
    ∫ x in Ioi (0 : ℝ), (1 - Real.exp (-(c / x ^ 2))) = √(π * c) := by
  have hp : (-1 : ℝ) ≠ 0 := by norm_num
  have hw : Integrable (fun x : ℝ => 1 - Real.exp (-(c / x ^ 2))) := by
    refine (integrable_inv_one_add_sq.const_mul (1 + c)).mono'
      (Measurable.aestronglyMeasurable (by fun_prop))
      (ae_of_all _ fun x => absorbed_wing_le (by positivity) ?_)
    rcases eq_or_ne x 0 with rfl | hx
    · simp [hc.le]
    · exact (div_mul_cancel₀ c (pow_ne_zero 2 hx)).le
  -- the inversion x ↦ 1/x produces a Gaussian
  have key : EqOn (fun x : ℝ => (|(-1 : ℝ)| * x ^ ((-1 : ℝ) - 1)) •
      Real.exp (-c * (x ^ (-1 : ℝ)) ^ 2))
      (fun x => Real.exp (-(c / x ^ 2)) / x ^ 2) (Ioi 0) := by
    intro x hx
    have hx' : 0 < x := hx
    have e1 : x ^ ((-1 : ℝ) - 1) = (x ^ 2)⁻¹ := by
      rw [show (-1 : ℝ) - 1 = -((2 : ℕ) : ℝ) by norm_num, Real.rpow_neg hx'.le,
        Real.rpow_natCast]
    dsimp only
    rw [e1, Real.rpow_neg_one, abs_neg, abs_one, one_mul, smul_eq_mul,
      show -c * x⁻¹ ^ 2 = -(c / x ^ 2) by rw [inv_pow]; ring]
    ring
  have hgi : IntegrableOn (fun x : ℝ => Real.exp (-(c / x ^ 2)) / x ^ 2) (Ioi 0) :=
    ((integrableOn_Ioi_comp_rpow_iff (fun y : ℝ => Real.exp (-c * y ^ 2)) hp).2
      (integrable_exp_neg_mul_sq hc).integrableOn).congr_fun key measurableSet_Ioi
  have hgv : ∫ x in Ioi (0 : ℝ), Real.exp (-(c / x ^ 2)) / x ^ 2 = √(π / c) / 2 :=
    (setIntegral_congr_fun measurableSet_Ioi key).symm.trans
      ((integral_comp_rpow_Ioi (fun y : ℝ => Real.exp (-c * y ^ 2)) hp).trans
        (integral_gaussian_Ioi c))
  have hE : ∀ x : ℝ, Real.exp (-(c / x ^ 2)) ≤ 1 := fun x =>
    Real.exp_le_one_iff.2 (neg_nonpos.2 (by positivity))
  have hcont : ContinuousAt (fun x : ℝ => x * (1 - Real.exp (-(c / x ^ 2)))) 0 := by
    have : Tendsto (fun x : ℝ => x * (1 - Real.exp (-(c / x ^ 2)))) (𝓝 0) (𝓝 0) := by
      refine squeeze_zero_norm (a := fun x : ℝ => |x|) (fun x => ?_)
        (by simpa using (continuous_abs.tendsto (0 : ℝ)))
      rw [Real.norm_eq_abs, abs_mul]
      exact mul_le_of_le_one_right (abs_nonneg x) (abs_le.2
        ⟨by linarith [hE x], by linarith [Real.exp_pos (-(c / x ^ 2))]⟩)
    simpa only [ContinuousAt, zero_mul] using this
  have htend : Tendsto (fun x : ℝ => x * (1 - Real.exp (-(c / x ^ 2)))) atTop (𝓝 0) := by
    have hlim : Tendsto (fun x : ℝ => c / x) atTop (𝓝 0) :=
      tendsto_const_nhds.div_atTop tendsto_id
    refine squeeze_zero' ?_ ?_ hlim
    · filter_upwards [eventually_gt_atTop 0] with x hx
      exact mul_nonneg hx.le (by linarith [hE x])
    · filter_upwards [eventually_gt_atTop 0] with x hx
      calc x * (1 - Real.exp (-(c / x ^ 2))) ≤ x * (c / x ^ 2) :=
            mul_le_mul_of_nonneg_left
              (by linarith [Real.add_one_le_exp (-(c / x ^ 2))]) hx.le
        _ = c / x := by field_simp
  -- integrate the derivative of x (1 - exp(-c/x²))
  have hF : ∫ x in Ioi (0 : ℝ), ((1 - Real.exp (-(c / x ^ 2))) -
      2 * c * (Real.exp (-(c / x ^ 2)) / x ^ 2)) =
      0 - 0 * (1 - Real.exp (-(c / 0 ^ 2))) := by
    refine integral_Ioi_of_hasDerivAt_of_tendsto
      (f := fun x : ℝ => x * (1 - Real.exp (-(c / x ^ 2))))
      hcont.continuousWithinAt (fun x hx => ?_)
      (Integrable.sub hw.integrableOn (Integrable.const_mul hgi (2 * c))) htend
    have hx0 : x ≠ 0 := ne_of_gt hx
    have h2 : HasDerivAt (fun y : ℝ => y ^ 2) (2 * x) x := by simpa using hasDerivAt_pow 2 x
    have hd : HasDerivAt (fun y : ℝ => -(c / y ^ 2)) (2 * c / x ^ 3) x :=
      ((hasDerivAt_const x c).fun_div h2 (pow_ne_zero 2 hx0)).fun_neg.congr_deriv
        (by field_simp; ring)
    have e3 : x * (2 * c / x ^ 3) = 2 * c / x ^ 2 := by field_simp
    exact ((hasDerivAt_id' x).fun_mul (hd.exp.const_sub 1)).congr_deriv
      (by linear_combination (-Real.exp (-(c / x ^ 2))) * e3)
  rw [integral_sub hw.integrableOn (Integrable.const_mul hgi (2 * c)),
    integral_const_mul, hgv] at hF
  have hs : c * √(π / c) = √(π * c) := by
    rw [show π * c = c ^ 2 * (π / c) by field_simp, Real.sqrt_mul (sq_nonneg c),
      Real.sqrt_sq hc.le]
  linarith

/-- Damping wing: for the inverse-square profile `a / x²` the equivalent width is
`2 √(π a t)`. -/
theorem damping_wing {a t : ℝ} (ha : 0 < a) (ht : 0 < t) :
    equivWidth (fun x => a / x ^ 2) t = 2 * √(π * a * t) := by
  have h := integral_comp_abs (f := fun x : ℝ => 1 - Real.exp (-(t * a / x ^ 2)))
  simp only [sq_abs] at h
  rw [half_wing (mul_pos ht ha)] at h
  have e : ∀ x : ℝ, t * (a / x ^ 2) = t * a / x ^ 2 := fun x => by ring
  unfold equivWidth
  simp only [e]
  rw [h, show π * (t * a) = π * a * t by ring]

/-- The Lorentzian of positive half width is a line profile. -/
theorem lorentzian_witness {γ : ℝ} (hγ : 0 < γ) : IsLineProfile (lorentzian γ) := by
  have e : lorentzian γ = fun x => (π * γ)⁻¹ * (1 + (x / γ) ^ 2)⁻¹ := by
    funext x
    have h1 : 1 + (x / γ) ^ 2 = (x ^ 2 + γ ^ 2) / γ ^ 2 := by field_simp; ring
    have h2 : x ^ 2 + γ ^ 2 ≠ 0 := by positivity
    rw [h1, inv_div]
    unfold lorentzian
    field_simp
  refine ⟨fun x => by unfold lorentzian; positivity, ⟨γ / π / γ ^ 2, fun x => ?_⟩, ?_, ?_⟩
  · exact div_le_div_of_nonneg_left (by positivity) (by positivity)
      (by nlinarith [sq_nonneg x])
  · rw [e]
    exact (integrable_inv_one_add_sq.comp_div hγ.ne').const_mul _
  · rw [e, integral_const_mul, Measure.integral_comp_div (fun y : ℝ => (1 + y ^ 2)⁻¹) γ,
      integral_univ_inv_one_add_sq, abs_of_pos hγ, smul_eq_mul]
    field_simp

/-- Square-root law: for a Lorentzian line of half width `γ`, the ratio of the equivalent width
to `√t` tends to `2 √γ` as `t` grows. -/
theorem lorentzian_sqrt_law {γ : ℝ} (hγ : 0 < γ) :
    Tendsto (fun t => equivWidth (lorentzian γ) t / √t) atTop (𝓝 (2 * √γ)) := by
  have hlim : equivWidth (fun x => γ / π / x ^ 2) 1 = 2 * √γ := by
    rw [damping_wing (by positivity) one_pos, show π * (γ / π) * 1 = γ by field_simp]
  -- substitute x = √t y in the integral
  have hscale : ∀ t : ℝ, 0 < t → equivWidth (lorentzian γ) t / √t =
      ∫ y : ℝ, (1 - Real.exp (-(γ / π / (y ^ 2 + γ ^ 2 / t)))) := by
    intro t ht
    have h := Measure.integral_comp_mul_left
      (fun x => 1 - Real.exp (-(t * lorentzian γ x))) (√t)
    have e : ∀ y, t * lorentzian γ (√t * y) = γ / π / (y ^ 2 + γ ^ 2 / t) := by
      intro y
      unfold lorentzian
      rw [mul_pow, Real.sq_sqrt ht.le,
        show t * y ^ 2 + γ ^ 2 = t * (y ^ 2 + γ ^ 2 / t) by field_simp,
        ← mul_div_assoc, mul_div_mul_left _ _ ht.ne']
    simp only [e] at h
    rw [abs_of_pos (inv_pos.2 (Real.sqrt_pos.2 ht)), smul_eq_mul] at h
    rw [h, div_eq_inv_mul, equivWidth]
  rw [← hlim]
  refine Tendsto.congr' (f₁ := fun t : ℝ =>
    ∫ y : ℝ, (1 - Real.exp (-(γ / π / (y ^ 2 + γ ^ 2 / t))))) ?_ ?_
  · filter_upwards [eventually_gt_atTop 0] with t ht using (hscale t ht).symm
  unfold equivWidth
  -- dominated convergence to the pure damping wing
  refine tendsto_integral_filter_of_dominated_convergence
    (fun y : ℝ => (1 + γ / π) * (1 + y ^ 2)⁻¹) ?_ ?_
    (integrable_inv_one_add_sq.const_mul _) ?_
  · exact Eventually.of_forall fun t => Measurable.aestronglyMeasurable (by fun_prop)
  · filter_upwards [eventually_gt_atTop 0] with t ht
    refine ae_of_all _ fun y => absorbed_wing_le (by positivity) ?_
    rw [div_mul_eq_mul_div, div_le_iff₀ (by positivity)]
    exact mul_le_mul_of_nonneg_left (le_add_of_nonneg_right (by positivity)) (by positivity)
  · filter_upwards [compl_mem_ae_iff.2 (measure_singleton (0 : ℝ))] with y hy
    have hy0 : y ≠ 0 := by simpa using hy
    have h0 : Tendsto (fun t : ℝ => γ ^ 2 / t) atTop (𝓝 0) :=
      tendsto_const_nhds.div_atTop tendsto_id
    have h1 : Tendsto (fun t : ℝ => γ / π / (y ^ 2 + γ ^ 2 / t)) atTop
        (𝓝 (1 * (γ / π / y ^ 2))) := by
      have h2 := (tendsto_const_nhds (x := γ / π)).div
        ((tendsto_const_nhds (x := y ^ 2)).add h0) (by simpa using hy0)
      rw [add_zero] at h2
      rw [one_mul]
      exact h2
    exact tendsto_const_nhds.sub ((Real.continuous_exp.tendsto _).comp h1.neg)

end

end CurveOfGrowth
```

```lean
#print axioms CurveOfGrowth.equivWidth_monotoneOn
#print axioms CurveOfGrowth.equivWidth_concaveOn
#print axioms CurveOfGrowth.equivWidth_bounds
#print axioms CurveOfGrowth.lorentzian_sqrt_law
```

```
'CurveOfGrowth.equivWidth_monotoneOn' depends on axioms: [propext, Classical.choice, Quot.sound]
'CurveOfGrowth.equivWidth_concaveOn' depends on axioms: [propext, Classical.choice, Quot.sound]
'CurveOfGrowth.equivWidth_bounds' depends on axioms: [propext, Classical.choice, Quot.sound]
'CurveOfGrowth.lorentzian_sqrt_law' depends on axioms: [propext, Classical.choice, Quot.sound]
```

## Profiles, optical depth and the theorems

The setting is a continuum source behind a uniform, purely absorbing layer, which transmits the fraction $e^{-t\varphi(x)}$. The parameter $t$ is the column density times the frequency-integrated cross section, so $t$ and $W$ both have units of frequency. `equivWidth φ t` is $W(t)$, with $x$ running over the whole real line.

The structure `IsLineProfile` holds the physical conditions on $\varphi$. Nonnegativity means absorption without gain, boundedness means a finite peak cross section, and integrability with unit area puts the whole line strength into $t$.

For every such profile, `equivWidth_monotoneOn` and `equivWidth_concaveOn` say that $W$ is nondecreasing and concave on `Ici 0`, the half line $t \ge 0$. `equivWidth_bounds` says that there

$$t - \frac{t^2}{2}\int \varphi^2\,dx \;\le\; W(t) \;\le\; t .$$

The theorem `damping_wing` treats $a/x^2$ with $a, t > 0$ and gives $W(t) = 2\sqrt{\pi a t}$. This function is not a line profile, since its area is infinite; it is the leading large-$|x|$ form of a Lorentzian, extended to the centre. Lean sets its value at $x = 0$ to zero, which doesn't affect the integral.

`lorentzian γ` is $\gamma/[\pi(x^2+\gamma^2)]$, where $\gamma$ is the half width at half maximum. `lorentzian_witness` proves that it is a line profile for $\gamma > 0$, and `lorentzian_sqrt_law` states that $W(t)/\sqrt t \to 2\sqrt\gamma$ as $t \to \infty$, without a rate of convergence. Doppler broadening enters only through the theorems for general profiles: the square-root law is stated for the pure Lorentzian, not for its convolution with a Gaussian.

## Growth and weak-line bounds

Everything here holds offset by offset and is then integrated. Since $e^{-u} \ge 1 - u$, the absorbed fraction lies between $0$ and $t\varphi$, so it is integrable (`absorbed_integrable`). Integrating the upper bound gives $W(t) \le t$.

If $0 \le s \le t$, then $e^{-t\varphi} \le e^{-s\varphi}$, hence $W(s) \le W(t)$. For weights $a, b \ge 0$ with $a + b = 1$, convexity of the exponential gives

$$e^{-(as+bt)\varphi} \le a\,e^{-s\varphi} + b\,e^{-t\varphi},$$

and subtracting from $1$ and integrating yields $aW(s) + bW(t) \le W(as+bt)$. In Lean both arguments end in `integral_mono`, which turns the pointwise inequality into one between integrals.

The lower bound needs $e^{-u} \le 1 - u + u^2/2$ for $u \ge 0$. Multiply out

$$\Bigl(1-u+\tfrac{u^2}{2}\Bigr)\Bigl(1+u+\tfrac{u^2}{2}\Bigr) = 1 + \tfrac{u^4}{4} \ge 1 .$$

The second factor is at most $e^u$ and the first is positive, so $(1-u+u^2/2)\,e^u \ge 1$. This is the step named `key` in `equivWidth_bounds`. Put $u = t\varphi$ and integrate. The integral of $\varphi^2$ is finite because $\varphi \le M$ implies $\varphi^2 \le M\varphi$.

At $t = 0$ the two bounds meet and give $W(0) = 0$. For a Lorentzian, $\int\varphi^2\,dx = 1/(2\pi\gamma)$, so the relative departure from $W = t$ is at most $t/(4\pi\gamma)$, a quarter of the optical depth at line centre.

## The wing integral

`half_wing` evaluates one side of the line for optical depth $c/x^2$ with $c > 0$. Let $F(x) = x\,(1 - e^{-c/x^2})$. Then

$$F'(x) = 1 - e^{-c/x^2} - \frac{2c}{x^2}\,e^{-c/x^2}.$$

Since $|F(x)| \le |x|$ and, for $x > 0$, $0 \le F(x) \le c/x$, $F$ vanishes at both ends of the half line. Hence $\int_0^\infty F'\,dx = 0$, and the substitution $y = 1/x$ gives

$$\int_0^\infty \bigl(1 - e^{-c/x^2}\bigr)dx = 2c\int_0^\infty \frac{e^{-c/x^2}}{x^2}\,dx = 2c\int_0^\infty e^{-cy^2}\,dy = \sqrt{\pi c}.$$

In the file, `hcont` and `htend` supply the boundary values, `hgv` the Gaussian integral and `hF` the integrated derivative. `damping_wing` doubles the result by symmetry and sets $c = ta$.

## From the Lorentzian to its wing

For $t > 0$, the substitution $x = \sqrt t\,y$ gives the identity `hscale`:

$$\frac{W(t)}{\sqrt t} = \int_{-\infty}^{\infty}\Bigl(1 - \exp\Bigl[-\frac{\gamma/\pi}{y^2+\gamma^2/t}\Bigr]\Bigr)dy .$$

As $t$ grows, the term $\gamma^2/t$ disappears, and for every $y \ne 0$ the integrand tends to that of a pure wing with $a = \gamma/\pi$ at unit parameter. The limit may be taken under the integral because of `absorbed_wing_le`. If $v \ge 0$ and $vy^2 \le c$, then $1 - e^{-v} \le 1$ and $(1-e^{-v})\,y^2 \le c$; adding these gives

$$1 - e^{-v} \le \frac{1+c}{1+y^2}.$$

With $c = \gamma/\pi$ this bound is integrable and independent of $t$, so dominated convergence applies. The limit is $2\sqrt{\pi\cdot\gamma/\pi} = 2\sqrt\gamma$.

## Numerical equivalent widths

For an isolated line in a uniform absorbing layer, these results give reference values for a spectral code: $W \approx t$ for weak lines, and $W \approx 2\sqrt{\gamma t}$ for strong Lorentzian ones. A code integrates over a finite window $|x| \le X$. Since $\varphi \le \gamma/(\pi x^2)$, the part of $W$ lost outside is at most $2\gamma t/(\pi X)$. Relative to $2\sqrt{\gamma t}$ this is $\sqrt{\gamma t}/(\pi X)$, so a window that suffices for a weak line has to widen as $\sqrt t$ to keep this error bound fixed for strong ones. At small optical depth $\tau$, evaluating the absorbed fraction as `-expm1(-tau)` avoids the cancellation in $1 - e^{-\tau}$.
